# A state rotated by a square-zero partial isometry is a constant vector plus sine and cosine terms in the angle

On a finite-dimensional complex state space, let the excitation t be a matrix with t² = 0 and t t† t = t, and let G = t − t† be its anti-Hermitian generator. The theorem says that for every real angle x and every vector ψ, normalised or not, exp(xG)ψ = (ψ + G²ψ) + sin x Gψ − cos x G²ψ. The attempt first derives G³ = −G, then takes S(x) = 1 − sin x G + (1 − cos x)G² as a candidate inverse of exp(xG) and shows by differentiation that exp(xG)S(x) = 1. Since S(x) times 1 + sin x G + (1 − cos x)G² is also 1, the exponential must equal this last expression, which is then applied to ψ.

In Lean, a first try:

```lean
import Mathlib

open Matrix
open scoped Real Matrix.Norms.Operator

namespace RotatedState

noncomputable section

variable {n m : Type*} [Fintype n] [DecidableEq n] [Fintype m] [DecidableEq m]

/-- The anti-Hermitian generator `G = t - t*` of an excitation `t`. -/
def generator (t : Matrix n n ℂ) : Matrix n n ℂ := t - tᴴ

/-- If `t² = 0` and `t t* t = t`, the rotated state is a fixed vector plus sine and cosine
multiples of `Gψ` and `G²ψ`. -/
theorem rotated_state (t : Matrix n n ℂ) (h2 : t * t = 0) (h3 : t * tᴴ * t = t)
    (ψ : n → ℂ) (x : ℝ) :
    NormedSpace.exp (x • generator t) *ᵥ ψ =
      (ψ + generator t *ᵥ (generator t *ᵥ ψ)) + Real.sin x • (generator t *ᵥ ψ)
        - Real.cos x • (generator t *ᵥ (generator t *ᵥ ψ)) := by
  have k2 : tᴴ * tᴴ = 0 := by rw [← conjTranspose_mul, h2, conjTranspose_zero]
  have k3 : tᴴ * t * tᴴ = tᴴ := by
    have h := congrArg conjTranspose h3
    simpa only [conjTranspose_mul, conjTranspose_conjTranspose, mul_assoc] using h
  have hG3 : generator t * generator t * generator t = -generator t := by
    unfold generator
    linear_combination (norm := noncomm_ring)
      h2 * t - h2 * tᴴ - h3 + t * k2 - tᴴ * h2 + k3 + k2 * t - k2 * tᴴ
  generalize generator t = G at hG3 ⊢
  -- S is the candidate for the inverse rotation
  let S : ℝ → Matrix n n ℂ := fun y => 1 - Real.sin y • G + (1 - Real.cos y) • (G * G)
  have hS (y : ℝ) : HasDerivAt S (-(Real.cos y • G) + Real.sin y • (G * G)) y := by
    have d1 := ((Real.hasDerivAt_sin y).smul_const G).const_sub 1
    have d2 := ((Real.hasDerivAt_cos y).const_sub 1).smul_const (G * G)
    exact (d1.fun_add d2).congr_deriv (by simp)
  have hf (y : ℝ) : HasDerivAt (fun y : ℝ => NormedSpace.exp (y • G) * S y) 0 y := by
    refine ((hasDerivAt_exp_smul_const G y).fun_mul (hS y)).congr_deriv ?_
    have h0 : G * S y + (-(Real.cos y • G) + Real.sin y • (G * G)) = 0 := by
      simp only [S, mul_add, mul_sub, mul_smul_comm, mul_one, ← mul_assoc, hG3]
      module
    rw [mul_assoc, ← mul_add, h0, mul_zero]
  have hc : NormedSpace.exp (x • G) * S x = 1 := by
    have h := is_const_of_deriv_eq_zero (fun y => (hf y).differentiableAt)
      (fun y => (hf y).deriv) x 0
    simpa [S] using h
  have hSR : S x * (1 + Real.sin x • G + (1 - Real.cos x) • (G * G)) = 1 := by
    simp only [S, mul_add, add_mul, sub_mul, one_mul, mul_one, smul_mul_assoc,
      mul_smul_comm, ← mul_assoc, hG3, neg_mul]
    linear_combination (norm := module) (-(Real.sin_sq_add_cos_sq x)) • (G * G)
  have hexp : NormedSpace.exp (x • G) =
      1 + Real.sin x • G + (1 - Real.cos x) • (G * G) := by
    rw [← mul_one (NormedSpace.exp (x • G)), ← hSR, ← mul_assoc, hc, one_mul]
  rw [hexp]
  simp only [Matrix.add_mulVec, Matrix.smul_mulVec, Matrix.one_mulVec, ← Matrix.mulVec_mulVec]
  module

end

end RotatedState
```

Lean reports:

```
Main.lean:52:57: error: unsolved goals
n : Type u_1
inst✝¹ : Fintype n
inst✝ : DecidableEq n
t : Matrix n n ℂ
h2 : t * t = 0
h3 : t * tᴴ * t = t
ψ : n → ℂ
x : ℝ
k2 : tᴴ * tᴴ = 0
k3 : tᴴ * t * tᴴ = tᴴ
G : Matrix n n ℂ
hG3 : G * G * G = -G
S : ℝ → Matrix n n ℂ := fun y => 1 - Real.sin y • G + (1 - Real.cos y) • (G * G)
hS : ∀ (y : ℝ), HasDerivAt S (-(Real.cos y • G) + Real.sin y • (G * G)) y
hf : ∀ (y : ℝ), HasDerivAt (fun y => NormedSpace.exp (y • G) * S y) 0 y
hc : NormedSpace.exp (x • G) * S x = 1
hSR : S x * (1 + Real.sin x • G + (1 - Real.cos x) • (G * G)) = 1
⊢ 1 + Real.sin x • G + (1 - Real.cos x) • (G * G) =
    S x * (1 + Real.sin x • G + (1 - Real.cos x) • (G * G)) + Real.sin x • G + (1 - Real.cos x) • (G * G)
```

The error is in the proof of `hexp`. After `← mul_one` has turned the left side into the exponential times `1`, the rewrite `← hSR` is meant to replace only that factor. But `rw` replaces every instance of the pattern, here the identity matrix `1`, and the right side of the goal begins with the same `1`. The `1` in `1 - Real.cos x` is a real number and stays as it is.

The remaining rewrites reduce the left side to the wanted formula, while the right side keeps the product `S x * (...)` where its leading `1` had been. The goal left over is true, and `hSR` used forwards would turn that product back into `1`, but the `rfl` that `rw` tries at the end does not close it.

The `calc` block writes out the intermediate product. Its first step uses `hSR` forwards, turning the product into `1`, which `mul_one` removes. Its second step regroups with `← mul_assoc` and applies `hc` and `one_mul`. Neither step expands an identity matrix, so the `1` in the final formula is left alone.

As a diff, the version that Lean accepts:

```diff
@@ -51,5 +51,10 @@
   have hexp : NormedSpace.exp (x • G) =
       1 + Real.sin x • G + (1 - Real.cos x) • (G * G) := by
-    rw [← mul_one (NormedSpace.exp (x • G)), ← hSR, ← mul_assoc, hc, one_mul]
+    calc NormedSpace.exp (x • G)
+        = NormedSpace.exp (x • G) *
+            (S x * (1 + Real.sin x • G + (1 - Real.cos x) • (G * G))) := by
+          rw [hSR, mul_one]
+      _ = 1 + Real.sin x • G + (1 - Real.cos x) • (G * G) := by
+          rw [← mul_assoc, hc, one_mul]
   rw [hexp]
   simp only [Matrix.add_mulVec, Matrix.smul_mulVec, Matrix.one_mulVec, ← Matrix.mulVec_mulVec]
```
